# The Ward identity for ladder vertices with a self-consistent exchange self-energy

A linear-response calculation that uses a self-consistent exchange self-energy can test its density and current vertices by comparing them with the propagator. With $G$ the propagator, $q$ the energy-momentum transfer and $\nu$ its frequency part, the test is

$$\nu\,\Gamma_0(k)-\Gamma_1(k)=\frac1{G(k+q)}-\frac1{G(k)} .$$

Here $\Gamma_0$ is the dressed density vertex and $\Gamma_1$ the dressed current vertex, already contracted with the momentum transfer. The equality holds at every $k$ under three conditions: both vertices are dressed by the ladder with the same interaction and propagator as the self-energy, the bare vertices obey the corresponding free identity, and the ladder has no zero mode at $q$. For electronic structure this concerns response on top of self-consistent exchange, in a model with scalar propagators and a finite, periodic set of labels.

## Propagator, self-energy and ladder

The labels $k$ form a finite abelian group $K$, such as the product of a periodic momentum grid with a cyclic frequency grid. The exchange sum below then runs over frequency as well as momentum.

```lean
import Mathlib

namespace WardIdentityLadder

noncomputable section

variable {K : Type*} [AddCommGroup K] [Fintype K]
```

The interaction $V$ and the propagator $G$ are arbitrary complex functions on $K$. Signs, temperature and volume factors are absorbed in $V$, which may depend on frequency but is held fixed. The exchange self-energy is

$$S(k)=\sum_p V(k-p)\,G(p).$$

```lean
/-- The exchange self-energy `S(k) = ∑ₚ V(k - p) G(p)`. -/
def selfEnergy (V G : K → ℂ) (k : K) : ℂ := ∑ p, V (k - p) * G p
```

Let $L$ be the inverse free propagator, for example $L(k)=i\omega-\varepsilon_{\mathbf k}+\mu$. Dyson's equation $1/G=L-S$ is written as a product, $G(k)\,(L(k)-S(k))=1$. This form forces $G(k)\neq0$, so all inverses below are true inverses. Existence of a self-consistent $G$ is assumed, not derived.

```lean
/-- The self-consistent Dyson equation `G(k) (L(k) - S(k)) = 1`, where `L` is the inverse
free propagator and `S` is the exchange self-energy computed from `G` itself. -/
def SolvesDyson (V L G : K → ℂ) : Prop :=
  ∀ k, G k * (L k - selfEnergy V G k) = 1
```

One rung of the ladder sends a vertex $X$ to

$$(\Lambda_qX)(k)=\sum_p V(k-p)\,G(p)\,G(p+q)\,X(p).$$

```lean
/-- One rung of the ladder at transfer `q` acting on a vertex `X`:
`∑ₚ V(k - p) G(p) G(p + q) X(p)`. -/
def ladderSum (V G : K → ℂ) (q : K) (X : K → ℂ) (k : K) : ℂ :=
  ∑ p, V (k - p) * G p * G (p + q) * X p
```

A dressed vertex $\Gamma$ belongs to a bare vertex $\gamma$ when $\Gamma=\gamma+\Lambda_q\Gamma$. `SolvesLadder` states this equation for a given pair; it does not construct $\Gamma$.

```lean
/-- The dressed vertex `Γ` solves the ladder equation with bare vertex `γ` at transfer `q`. -/
def SolvesLadder (V G : K → ℂ) (q : K) (γ Γ : K → ℂ) : Prop :=
  ∀ k, Γ k = γ k + ladderSum V G q Γ k
```

A zero mode is a nonzero $Y$ with $Y=\Lambda_qY$, which is a vertex that sustains itself without a source. Physically it marks a collective mode or an instability of the ladder at this transfer. `NoZeroMode` excludes it.

```lean
/-- The homogeneous ladder equation at transfer `q` has only the zero solution. -/
def NoZeroMode (V G : K → ℂ) (q : K) : Prop :=
  ∀ Y : K → ℂ, (∀ k, Y k = ladderSum V G q Y k) → ∀ k, Y k = 0
```

The right-hand side of the Ward identity gets its own name,

$$X_q(k)=\frac1{G(k+q)}-\frac1{G(k)} .$$

```lean
/-- The difference `1/G(k + q) - 1/G(k)` of inverse propagators, for `G` without zeros. -/
def inverseStep (G : K → ℂ) (q k : K) : ℂ := (G (k + q))⁻¹ - (G k)⁻¹
```

## The inverse-propagator difference solves the ladder equation

Substituting $p\to p+q$ in the self-energy at $k+q$ gives

$$S(k+q)=\sum_pV(k+q-p)\,G(p)=\sum_pV(k-p)\,G(p+q).$$

This uses the periodicity of the label set and the dependence of $V$ on the difference alone. In the proof, `Equiv.sum_comp` performs the substitution.

```lean
/-- The self-energy at `k + q` is the exchange sum at `k` over the shifted propagator. -/
theorem selfEnergy_shift (V G : K → ℂ) (q k : K) :
    selfEnergy V G (k + q) = ∑ p, V (k - p) * G (p + q) := by
  have h := Equiv.sum_comp (Equiv.addRight q) (fun p => V (k + q - p) * G p)
  simp only [Equiv.coe_addRight, add_sub_add_right_eq_sub] at h
  exact h.symm
```

The two propagators in a rung cancel the inverses in $X_q$:

$$G(p)\,G(p+q)\left[\frac1{G(p+q)}-\frac1{G(p)}\right]=G(p)-G(p+q).$$

Multiplying by $V(k-p)$, summing over $p$ and using the shifted form of $S(k+q)$ gives

$$(\Lambda_qX_q)(k)=S(k)-S(k+q).$$

This needs only a propagator without zeros, not Dyson's equation. The final `linear_combination` carries out the cancellation term by term from $G(p)\,G(p)^{-1}=1$ and its counterpart at $p+q$.

```lean
/-- For a propagator without zeros, one ladder rung turns the difference of inverse
propagators into a difference of self-energies. -/
theorem ladderSum_inverseStep {G : K → ℂ} (hG : ∀ k, G k ≠ 0) (V : K → ℂ) (q k : K) :
    ladderSum V G q (inverseStep G q) k = selfEnergy V G k - selfEnergy V G (k + q) := by
  rw [selfEnergy_shift]
  unfold ladderSum selfEnergy inverseStep
  rw [← Finset.sum_sub_distrib]
  refine Finset.sum_congr rfl fun p _ => ?_
  -- G(p) G(p+q) (1/G(p+q) - 1/G(p)) = G(p) - G(p+q)
  have h1 := mul_inv_cancel₀ (hG p)
  have h2 := mul_inv_cancel₀ (hG (p + q))
  linear_combination V (k - p) * G p * h2 - V (k - p) * G (p + q) * h1
```

Dyson's equation now enters through $1/G=L-S$ at the two labels:

$$X_q(k)=L(k+q)-L(k)+S(k)-S(k+q)=L(k+q)-L(k)+(\Lambda_qX_q)(k).$$

So $X_q$ solves the ladder equation with bare vertex $L(k+q)-L(k)$, at every $q$ and whether or not there is a zero mode. In the proof, `h1` and `h2` are Dyson's equation solved for the inverse propagator at $k$ and $k+q$.

```lean
/-- If `G` solves the self-consistent Dyson equation, then `1/G(k + q) - 1/G(k)` solves the
ladder equation with bare vertex `L(k + q) - L(k)`. -/
theorem inverseStep_solvesLadder {V L G : K → ℂ} (h : SolvesDyson V L G) (q : K) :
    SolvesLadder V G q (fun k => L (k + q) - L k) (inverseStep G q) := by
  intro k
  rw [ladderSum_inverseStep (fun j => left_ne_zero_of_mul_eq_one (h j))]
  have h1 := inv_eq_of_mul_eq_one_right (h k)
  have h2 := inv_eq_of_mul_eq_one_right (h (k + q))
  simp only [inverseStep, h1, h2]
  ring
```

## From one solution to the dressed vertices

To identify $X_q$ with a combination of computed vertices, the ladder solution must be unique. A sufficient condition is that the kernel has small rows,

$$r_k=\sum_p|V(k-p)\,G(p)\,G(p+q)|<1\quad\text{for all }k.$$

Let $Y=\Lambda_qY$ and let $|Y|$ be largest at $m$. Then

$$|Y(m)|\le\sum_p|V(m-p)\,G(p)\,G(p+q)|\,|Y(p)|\le r_m|Y(m)| .$$

Since $r_m<1$, $Y(m)=0$ and hence $Y=0$ everywhere. The `calc` block is this chain of inequalities.

```lean
/-- The ladder equation has no zero mode if the absolute values of its kernel sum to less
than one in every row. -/
theorem noZeroMode_of_small {V G : K → ℂ} {q : K}
    (h : ∀ k, ∑ p, ‖V (k - p) * G p * G (p + q)‖ < 1) : NoZeroMode V G q := by
  intro Y hY
  have : Nonempty K := ⟨0⟩
  -- compare both sides where the zero mode is largest
  obtain ⟨m, hm⟩ := Finite.exists_max (fun k => ‖Y k‖)
  have hb : ‖Y m‖ ≤ (∑ p, ‖V (m - p) * G p * G (p + q)‖) * ‖Y m‖ := by
    calc ‖Y m‖ = ‖ladderSum V G q Y m‖ := congrArg norm (hY m)
      _ ≤ ∑ p, ‖V (m - p) * G p * G (p + q) * Y p‖ := norm_sum_le _ _
      _ ≤ ∑ p, ‖V (m - p) * G p * G (p + q)‖ * ‖Y m‖ := by
          refine Finset.sum_le_sum fun p _ => ?_
          rw [norm_mul _ (Y p)]
          exact mul_le_mul_of_nonneg_left (hm p) (norm_nonneg _)
      _ = _ := by rw [Finset.sum_mul]
  have h0 : ‖Y m‖ ≤ 0 := by nlinarith [h m, norm_nonneg (Y m)]
  intro k
  exact norm_le_zero_iff.mp ((hm k).trans h0)
```

Let the bare vertices satisfy $\nu\gamma_0(k)-\gamma_1(k)=L(k+q)-L(k)$, which expresses charge conservation for the free particles. For the $L$ above, away from the edge of the frequency grid, this is met by $\gamma_0=1$, $\gamma_1=\varepsilon_{\mathbf k+\mathbf q}-\varepsilon_{\mathbf k}$ and $\nu$ equal to $i$ times the transferred Matsubara frequency. On a cyclic frequency grid $i\omega$ jumps where the labels wrap around, and the bare vertices must account for that jump, because the condition is required at every $k$. In Lean `ν` is any complex number, linked to `q` only through this condition.

Set $D=\nu\Gamma_0-\Gamma_1-X_q$. Subtracting the three ladder equations and using linearity of $\Lambda_q$,

$$D=\bigl[\nu\gamma_0-\gamma_1-(L(\cdot+q)-L)\bigr]+\Lambda_qD=\Lambda_qD .$$

Without a zero mode $D=0$, which is the Ward identity. If there were a zero mode $Y$, $\Gamma_1+Y$ would solve the same ladder equation as $\Gamma_1$, and the identity could not hold for both. In the proof, `hlin` is the linearity and the last line subtracts the equations.

```lean
/-- Ward identity: let `G` solve the self-consistent Dyson equation, let the ladder have no
zero mode at `q`, and let the bare vertices obey `ν γ₀(k) - γ₁(k) = L(k + q) - L(k)`.
Then the ladder-dressed vertices obey `ν Γ₀(k) - Γ₁(k) = 1/G(k + q) - 1/G(k)`. -/
theorem ward_identity {V L G γ₀ γ₁ Γ₀ Γ₁ : K → ℂ} {q : K} {ν : ℂ}
    (hD : SolvesDyson V L G) (hz : NoZeroMode V G q)
    (hbare : ∀ k, ν * γ₀ k - γ₁ k = L (k + q) - L k)
    (h₀ : SolvesLadder V G q γ₀ Γ₀) (h₁ : SolvesLadder V G q γ₁ Γ₁) (k : K) :
    ν * Γ₀ k - Γ₁ k = inverseStep G q k := by
  -- the mismatch of the two sides solves the homogeneous ladder equation
  refine sub_eq_zero.mp (hz (fun j => ν * Γ₀ j - Γ₁ j - inverseStep G q j) (fun j => ?_) k)
  have hlin : ladderSum V G q (fun j => ν * Γ₀ j - Γ₁ j - inverseStep G q j) j
      = ν * ladderSum V G q Γ₀ j - ladderSum V G q Γ₁ j
        - ladderSum V G q (inverseStep G q) j := by
    unfold ladderSum
    rw [Finset.mul_sum, ← Finset.sum_sub_distrib, ← Finset.sum_sub_distrib]
    exact Finset.sum_congr rfl fun p _ => by ring
  have hX := inverseStep_solvesLadder hD q j
  simp only at hX
  rw [hlin]
  linear_combination ν * h₀ j - h₁ j - hX + hbare j
```

## Continuity of the response

Closing the vertices with two propagators and a unit density vertex gives, up to common prefactors, the responses of the density to fields coupled to the density and to the current, at the level of the exchange ladder and without the direct (Hartree) term. By the Ward identity and the same cancellation as before,

$$\sum_kG(k)\,G(k+q)\,[\nu\Gamma_0(k)-\Gamma_1(k)]=\sum_kG(k)-\sum_kG(k+q)=0,$$

because a shift only permutes the labels. The proof establishes the first equality as `hd` and the shift invariance as `hs`.

```lean
/-- Under the hypotheses of the Ward identity, the bubbles closed with the dressed vertices
obey the continuity relation `ν ∑ₖ G(k) G(k + q) Γ₀(k) = ∑ₖ G(k) G(k + q) Γ₁(k)`. -/
theorem response_continuity {V L G γ₀ γ₁ Γ₀ Γ₁ : K → ℂ} {q : K} {ν : ℂ}
    (hD : SolvesDyson V L G) (hz : NoZeroMode V G q)
    (hbare : ∀ k, ν * γ₀ k - γ₁ k = L (k + q) - L k)
    (h₀ : SolvesLadder V G q γ₀ Γ₀) (h₁ : SolvesLadder V G q γ₁ Γ₁) :
    ν * ∑ k, G k * G (k + q) * Γ₀ k = ∑ k, G k * G (k + q) * Γ₁ k := by
  have hs : ∑ k, G (k + q) = ∑ k, G k := Equiv.sum_comp (Equiv.addRight q) G
  have hd : ν * ∑ k, G k * G (k + q) * Γ₀ k - ∑ k, G k * G (k + q) * Γ₁ k
      = ∑ k, G k - ∑ k, G (k + q) := by
    rw [Finset.mul_sum, ← Finset.sum_sub_distrib, ← Finset.sum_sub_distrib]
    refine Finset.sum_congr rfl fun k _ => ?_
    have hw : ν * Γ₀ k - Γ₁ k = (G (k + q))⁻¹ - (G k)⁻¹ :=
      ward_identity hD hz hbare h₀ h₁ k
    have e1 := mul_inv_cancel₀ (left_ne_zero_of_mul_eq_one (hD k))
    have e2 := mul_inv_cancel₀ (left_ne_zero_of_mul_eq_one (hD (k + q)))
    linear_combination G k * G (k + q) * hw + G k * e2 - G (k + q) * e1
  rw [hs, sub_self] at hd
  exact sub_eq_zero.mp hd
```

## Which propagators and bare vertices pass

Suppose $G$ has no zeros and $X_q$ solves the ladder equation with bare vertex $L(k+q)-L(k)$ at every transfer $q$. Take transfer $k$ and evaluate at label $0$:

$$\frac1{G(k)}-\frac1{G(0)}=L(k)-L(0)+S(0)-S(k).$$

Hence $1/G(k)=L(k)+\mu-S(k)$ with the constant $\mu=1/G(0)-L(0)+S(0)$. This is Dyson's equation with $L$ shifted by the constant $\mu$, which is complex in general and is not the chemical potential in the example for $L$ above. A real shift amounts to a change of chemical potential. Conversely, such a shift cancels in $L(k+q)-L(k)$, so the earlier result applies. The ladder equations at all $q$ therefore force $L-1/G$ to equal the exchange sum $S$ of the same $G$ up to a constant.

```lean
/-- For a propagator without zeros, `1/G(k + q) - 1/G(k)` solves the ladder equation at every
transfer `q` exactly when `G` solves the Dyson equation up to a constant shift of `L`. -/
theorem ladder_iff_dyson {V L G : K → ℂ} (hG : ∀ k, G k ≠ 0) :
    (∀ q, SolvesLadder V G q (fun k => L (k + q) - L k) (inverseStep G q)) ↔
      ∃ μ : ℂ, SolvesDyson V (fun k => L k + μ) G := by
  constructor
  · intro h
    refine ⟨(G 0)⁻¹ - L 0 + selfEnergy V G 0, fun k => ?_⟩
    -- the ladder equation at label 0 and transfer k
    have e := h k 0
    rw [ladderSum_inverseStep hG] at e
    simp only [inverseStep, zero_add] at e
    have h1 := mul_inv_cancel₀ (hG k)
    linear_combination h1 - G k * e
  · rintro ⟨μ, h⟩ q k
    have e := inverseStep_solvesLadder h q k
    simp only at e
    linear_combination e
```

For a Dyson solution, the difference between the full and the undressed vertex is

$$X_q(k)-[L(k+q)-L(k)]=S(k)-S(k+q).$$

The undressed vertex therefore satisfies the identity at all $k$ exactly when $S$ is unchanged by the shift $q$. A contact interaction, with $V$ constant on $K$, gives a constant $S$ and passes. When $S(k+q)\neq S(k)$ for some $k$, dressed propagators with bare vertices violate the identity.

```lean
/-- For a solution of the Dyson equation, the undressed vertex `L(k + q) - L(k)` equals
`1/G(k + q) - 1/G(k)` at all `k` exactly when the self-energy is unchanged by the shift `q`. -/
theorem bare_vertex_iff {V L G : K → ℂ} (h : SolvesDyson V L G) (q : K) :
    (∀ k, L (k + q) - L k = inverseStep G q k) ↔
      ∀ k, selfEnergy V G (k + q) = selfEnergy V G k := by
  refine forall_congr' fun k => ?_
  have h1 := inv_eq_of_mul_eq_one_right (h k)
  have h2 := inv_eq_of_mul_eq_one_right (h (k + q))
  simp only [inverseStep, h1, h2]
  constructor <;> intro e <;> linear_combination e
```

## A two-point instance

The following numbers check the algebra and do not model a physical system: on a fermionic Matsubara grid $L$ would have a nonzero imaginary part. Take $K=\{0,1\}$ with addition modulo two, $V=(1/4,1/8)$ and $G=(1,-1)$. Then

$$S(0)=\tfrac14-\tfrac18=\tfrac18,\qquad S(1)=\tfrac18-\tfrac14=-\tfrac18 .$$

With $L=(9/8,-9/8)$ this gives $L-S=(1,-1)=1/G$, so Dyson's equation holds. At $q=1$ each row of the kernel has absolute sum $1/4+1/8=3/8<1$, so there is no zero mode. The dressing has a visible effect here: at $k=0$ the undressed vertex is $-9/4$, while $X_1(0)=-2$. The theorem verifies Dyson's equation and the absence of a zero mode, using the row-sum criterion for the latter.

```lean
/-- On two labels, `V = (1/4, 1/8)`, `L = (9/8, -9/8)` and `G = (1, -1)` solve the Dyson equation,
and the ladder at transfer `1` has no zero mode. -/
theorem ward_identity_witness :
    SolvesDyson (K := ZMod 2) (fun p => if p = 0 then 1 / 4 else 1 / 8)
      (fun k => if k = 0 then 9 / 8 else -9 / 8) (fun k => if k = 0 then 1 else -1) ∧
    NoZeroMode (K := ZMod 2) (fun p => if p = 0 then 1 / 4 else 1 / 8)
      (fun k => if k = 0 then 1 else -1) 1 := by
  have hk : ∀ k : ZMod 2, k = 0 ∨ k = 1 := by decide
  have a1 : (0 : ZMod 2) - 1 = 1 := by decide
  have a2 : (1 : ZMod 2) + 1 = 0 := by decide
  have a3 : (1 : ZMod 2) ≠ 0 := by decide
  have sC : ∀ f : ZMod 2 → ℂ, ∑ p, f p = f 0 + f 1 := fun f => Fin.sum_univ_two f
  have sR : ∀ f : ZMod 2 → ℝ, ∑ p, f p = f 0 + f 1 := fun f => Fin.sum_univ_two f
  constructor
  · intro k
    unfold selfEnergy
    rw [sC]
    rcases hk k with rfl | rfl
    · simp only [a1, a3, sub_self, if_true, if_false]
      norm_num
    · simp only [a3, sub_self, sub_zero, if_true, if_false]
      norm_num
  · refine noZeroMode_of_small fun k => ?_
    rw [sR]
    rcases hk k with rfl | rfl
    · simp only [a1, a2, a3, sub_self, zero_add, if_true, if_false]
      norm_num
    · simp only [a2, a3, sub_self, sub_zero, zero_add, if_true, if_false]
      norm_num

end

end WardIdentityLadder
```

```lean
#print axioms WardIdentityLadder.ward_identity
#print axioms WardIdentityLadder.response_continuity
#print axioms WardIdentityLadder.ladder_iff_dyson
#print axioms WardIdentityLadder.bare_vertex_iff
```

```
'WardIdentityLadder.ward_identity' depends on axioms: [propext, Classical.choice, Quot.sound]
'WardIdentityLadder.response_continuity' depends on axioms: [propext, Classical.choice, Quot.sound]
'WardIdentityLadder.ladder_iff_dyson' depends on axioms: [propext, Classical.choice, Quot.sound]
'WardIdentityLadder.bare_vertex_iff' depends on axioms: [propext, Classical.choice, Quot.sound]
```
